# Two normalized bands close to the same state: their second Cholesky pivot is at most the squared sum of their leaks

**Q:** Before any inequality, what is a band here, and which slot of the inner product is conjugated?

**A:** A band is a vector in `E`, an inner-product space over `𝕜`, which is either the real or the complex numbers. The dimension may be finite or infinite. The inner product $\langle x,y\rangle$ is linear in $y$ and conjugate-linear in $x$, as in Dirac notation.

```lean
import Mathlib

open Matrix Filter Topology

namespace BandCollapse

noncomputable section

variable (𝕜 : Type*) {E : Type*} [RCLike 𝕜] [NormedAddCommGroup E] [InnerProductSpace 𝕜 E]
```

The target state is a unit vector $u$. The leak of a band $x$ is the norm of what remains when its component along $u$ is removed, $\|x-\langle u,x\rangle u\|$. A global phase on $x$ doesn't change it.

```lean
/-- The norm of the part of the band `x` left after removing its component along the
unit vector `u`. -/
def leak (u x : E) : ℝ := ‖x - inner 𝕜 u x • u‖
```

The overlap matrix holds the four inner products of two bands.

```lean
/-- The overlap (Gram) matrix of two bands. -/
def overlapMatrix (x y : E) : Matrix (Fin 2) (Fin 2) 𝕜 :=
  !![inner 𝕜 x x, inner 𝕜 x y; inner 𝕜 y x, inner 𝕜 y y]
```

The quantity to be bounded is $1-|\langle x,y\rangle|^2$.

```lean
/-- One minus the squared modulus of the overlap of two normalized bands. -/
def secondPivot (x y : E) : ℝ := 1 - ‖inner 𝕜 x y‖ ^ 2
```

Finally, there is the projector that removes the $u$ component. It serves later as an example of a Hamiltonian.

```lean
/-- The projector onto the orthogonal complement of a unit vector `u`. -/
def complementProjector (u : E) : E →ₗ[𝕜] E where
  toFun w := w - inner 𝕜 u w • u
  map_add' v w := by
    rw [inner_add_right]
    module
  map_smul' c w := by
    rw [inner_smul_right, RingHom.id_apply]
    module
```

**Q:** You have named a formula "second pivot". Naming it doesn't make it one.

**A:** No, so that is proved first. For normalized bands the overlap matrix equals $LDL^\dagger$ with
$$L=\begin{pmatrix}1&0\\ \langle y,x\rangle&1\end{pmatrix},\qquad D=\begin{pmatrix}1&0\\0&1-|\langle x,y\rangle|^2\end{pmatrix}.$$
Multiplying out, the only entry that needs thought is the last: $|\langle x,y\rangle|^2+(1-|\langle x,y\rangle|^2)=1$. The determinant is $1-\langle x,y\rangle\langle y,x\rangle$, the same number. The proof checks the four entries one by one, using $\langle y,x\rangle\langle x,y\rangle=|\langle x,y\rangle|^2$. In the ordinary Cholesky factor, with square roots, the second diagonal entry is the root of this pivot.

```lean
/-- For normalized bands, `secondPivot` is the second pivot of the square-root-free Cholesky
factorization of the overlap matrix, and it is the determinant of that matrix. -/
theorem overlap_cholesky {x y : E} (hx : ‖x‖ = 1) (hy : ‖y‖ = 1) :
    overlapMatrix 𝕜 x y = !![1, 0; inner 𝕜 y x, 1] *
        !![1, 0; 0, (secondPivot 𝕜 x y : 𝕜)] * (!![1, 0; inner 𝕜 y x, 1])ᴴ ∧
      (overlapMatrix 𝕜 x y).det = (secondPivot 𝕜 x y : 𝕜) := by
  have h1 : inner 𝕜 x x = 1 := by simp [inner_self_eq_norm_sq_to_K, hx]
  have h2 : inner 𝕜 y y = 1 := by simp [inner_self_eq_norm_sq_to_K, hy]
  have h3 : inner 𝕜 y x * inner 𝕜 x y = (‖inner 𝕜 x y‖ : 𝕜) ^ 2 := by
    rw [← inner_conj_symm y x, RCLike.conj_mul]
  constructor
  · ext i j
    fin_cases i <;> fin_cases j <;>
      simp [overlapMatrix, secondPivot, Matrix.mul_apply, Fin.sum_univ_succ, hx, hy, h3]
  · rw [overlapMatrix, Matrix.det_fin_two_of, h1, h2, mul_comm (inner 𝕜 x y), h3, secondPivot]
    push_cast
    ring
```

**Q:** Now derive the bound as you would by hand.

**A:** Split each band along $u$: $x=\langle u,x\rangle u+x'$ and $y=\langle u,y\rangle u+y'$. The remainders are orthogonal to $u$, since $\langle u,x'\rangle=\langle u,x\rangle-\langle u,x\rangle\|u\|^2=0$.

```lean
/-- The part of a band left after projecting out the unit vector `u` is orthogonal to `u`. -/
theorem inner_remainder {u : E} (hu : ‖u‖ = 1) (x : E) :
    inner 𝕜 u (x - inner 𝕜 u x • u) = 0 := by
  rw [inner_sub_right, inner_smul_right, inner_self_eq_norm_sq_to_K, hu]
  simp
```

Write $A=\|x'\|$ and $B=\|y'\|$ for the leaks, and $P=|\langle u,x\rangle|$ and $Q=|\langle u,y\rangle|$ for the amplitudes. Pythagoras gives $A^2=\|x\|^2-P^2$, and likewise for $y$. In Lean this is the expansion of the squared norm of a sum, with the cross term removed by the previous lemma.

```lean
/-- Pythagoras: the squared leak is the squared norm of the band minus its weight on `u`. -/
theorem leak_sq {u : E} (hu : ‖u‖ = 1) (x : E) :
    leak 𝕜 u x ^ 2 = ‖x‖ ^ 2 - ‖inner 𝕜 u x‖ ^ 2 := by
  have h := norm_add_sq (𝕜 := 𝕜) (inner 𝕜 u x • u) (x - inner 𝕜 u x • u)
  rw [add_sub_cancel, inner_smul_left, inner_remainder 𝕜 hu, mul_zero, map_zero,
    norm_smul, hu, mul_one] at h
  unfold leak
  linarith
```

The cross terms also vanish in the overlap:
$$\langle x,y\rangle=\overline{\langle u,x\rangle}\,\langle u,y\rangle+\langle x',y'\rangle.$$
Solve for the product of amplitudes, then apply the triangle inequality and Cauchy–Schwarz, $|\langle x',y'\rangle|\le AB$. The result is $PQ\le|\langle x,y\rangle|+AB$. The `calc` block follows these steps in this order.

```lean
/-- The product of the amplitudes of two bands on `u` exceeds the modulus of their overlap
by at most the product of their leaks. -/
theorem amplitudes_le_overlap {u : E} (hu : ‖u‖ = 1) (x y : E) :
    ‖inner 𝕜 u x‖ * ‖inner 𝕜 u y‖ ≤ ‖inner 𝕜 x y‖ + leak 𝕜 u x * leak 𝕜 u y := by
  -- overlap of the two orthogonal remainders
  have h : inner 𝕜 (x - inner 𝕜 u x • u) (y - inner 𝕜 u y • u)
      = inner 𝕜 x y - (starRingEnd 𝕜) (inner 𝕜 u x) * inner 𝕜 u y := by
    rw [inner_sub_left, inner_smul_left, inner_remainder 𝕜 hu, inner_sub_right,
      inner_smul_right, ← inner_conj_symm x u]
    ring
  have h' : (starRingEnd 𝕜) (inner 𝕜 u x) * inner 𝕜 u y
      = inner 𝕜 x y - inner 𝕜 (x - inner 𝕜 u x • u) (y - inner 𝕜 u y • u) := by
    rw [h]
    ring
  calc ‖inner 𝕜 u x‖ * ‖inner 𝕜 u y‖
      = ‖(starRingEnd 𝕜) (inner 𝕜 u x) * inner 𝕜 u y‖ := by rw [norm_mul, RCLike.norm_conj]
    _ ≤ ‖inner 𝕜 x y‖ + ‖inner 𝕜 (x - inner 𝕜 u x • u) (y - inner 𝕜 u y • u)‖ := by
        rw [h']
        exact norm_sub_le _ _
    _ ≤ ‖inner 𝕜 x y‖ + leak 𝕜 u x * leak 𝕜 u y := by
        have hcs := norm_inner_le_norm (𝕜 := 𝕜) (x - inner 𝕜 u x • u) (y - inner 𝕜 u y • u)
        unfold leak
        linarith
```

**Q:** If the leaks are large, $PQ-AB$ is negative and you can't square that inequality.

**A:** Hence two cases. For unit bands $P^2=1-A^2$ and $Q^2=1-B^2$.

If $PQ\le AB$, squaring gives $(1-A^2)(1-B^2)\le A^2B^2$, so $1\le A^2+B^2\le(A+B)^2$. The pivot never exceeds one, so the bound holds.

If $PQ\ge AB$, then $|\langle x,y\rangle|\ge PQ-AB\ge0$, and squaring gives
$$1-|\langle x,y\rangle|^2\le A^2+B^2+2PQ\,AB-2A^2B^2\le(A+B)^2,$$
where the last step uses $PQ\le1$.

With $A\le a$ and $B\le b$, the pivot is at most $(a+b)^2$. The proof replaces the norms by real variables with `generalize`, splits with `le_total`, and leaves the remaining algebra to `nlinarith`.

```lean
/-- Band collapse: if two normalized bands leak out of the same unit vector `u` by at most
`a` and `b`, the second Cholesky pivot of their overlap matrix is at most `(a + b) ^ 2`. -/
theorem secondPivot_le {u x y : E} {a b : ℝ} (hu : ‖u‖ = 1) (hx : ‖x‖ = 1) (hy : ‖y‖ = 1)
    (ha : leak 𝕜 u x ≤ a) (hb : leak 𝕜 u y ≤ b) :
    secondPivot 𝕜 x y ≤ (a + b) ^ 2 := by
  have h1 := leak_sq 𝕜 hu x
  have h2 := leak_sq 𝕜 hu y
  have h3 := amplitudes_le_overlap 𝕜 hu x y
  have hA : 0 ≤ leak 𝕜 u x := norm_nonneg _
  have hB : 0 ≤ leak 𝕜 u y := norm_nonneg _
  have hP := norm_nonneg (inner 𝕜 u x)
  have hQ := norm_nonneg (inner 𝕜 u y)
  rw [hx] at h1
  rw [hy] at h2
  have hab : (leak 𝕜 u x + leak 𝕜 u y) ^ 2 ≤ (a + b) ^ 2 :=
    pow_le_pow_left₀ (add_nonneg hA hB) (add_le_add ha hb) 2
  refine le_trans ?_ hab
  unfold secondPivot
  generalize leak 𝕜 u x = A at *
  generalize leak 𝕜 u y = B at *
  generalize ‖inner 𝕜 u x‖ = P at *
  generalize ‖inner 𝕜 u y‖ = Q at *
  generalize ‖inner 𝕜 x y‖ = s at *
  have hAB : 0 ≤ A * B := mul_nonneg hA hB
  have hP2 : P ^ 2 = 1 - A ^ 2 := by linarith
  have hQ2 : Q ^ 2 = 1 - B ^ 2 := by linarith
  have hPQ : (P * Q) ^ 2 = (1 - A ^ 2) * (1 - B ^ 2) := by rw [mul_pow, hP2, hQ2]
  rcases le_total (P * Q) (A * B) with h | h
  · -- large leaks: the bound is already at least one
    have h4 := pow_le_pow_left₀ (mul_nonneg hP hQ) h 2
    nlinarith [sq_nonneg s]
  · -- small leaks: the overlap is bounded below
    have h4 : (P * Q - A * B) ^ 2 ≤ s ^ 2 :=
      pow_le_pow_left₀ (by linarith) (by linarith) 2
    have h5 : P * Q ≤ 1 := by nlinarith [sq_nonneg (P - Q), sq_nonneg A, sq_nonneg B]
    have h6 : P * Q * (A * B) ≤ 1 * (A * B) := mul_le_mul_of_nonneg_right h5 hAB
    nlinarith [sq_nonneg (A * B)]
```

In one dimension, the smallest case, every unit band is a phase times $u$. Both leaks and the pivot are then zero, and with $a=b=0$ the bound is an equality.

**Q:** Collapse happens during an iteration. Where is the limit?

**A:** Here `x` and `y` are families of unit bands indexed by any type, with a limit along any filter; iteration number going to infinity is one instance. If both leaks tend to zero, so does the pivot. It is squeezed between zero, by Cauchy–Schwarz, and the squared sum of the leaks. The phases of the bands need not converge.

```lean
/-- If the leaks of two families of normalized bands out of the same unit vector tend to zero,
the second Cholesky pivot tends to zero. -/
theorem secondPivot_tendsto_zero {ι : Type*} {l : Filter ι} {u : E} {x y : ι → E}
    (hu : ‖u‖ = 1) (hx : ∀ k, ‖x k‖ = 1) (hy : ∀ k, ‖y k‖ = 1)
    (hxu : Tendsto (fun k => leak 𝕜 u (x k)) l (𝓝 0))
    (hyu : Tendsto (fun k => leak 𝕜 u (y k)) l (𝓝 0)) :
    Tendsto (fun k => secondPivot 𝕜 (x k) (y k)) l (𝓝 0) := by
  have hlim : Tendsto (fun k => (leak 𝕜 u (x k) + leak 𝕜 u (y k)) ^ 2) l (𝓝 0) := by
    simpa using (hxu.add hyu).pow 2
  refine squeeze_zero (fun k => ?_)
    (fun k => secondPivot_le 𝕜 hu (hx k) (hy k) le_rfl le_rfl) hlim
  have h := norm_inner_le_norm (𝕜 := 𝕜) (x k) (y k)
  rw [hx, hy, mul_one] at h
  unfold secondPivot
  nlinarith [norm_nonneg (inner 𝕜 (x k) (y k))]
```

That the leaks shrink is assumed, not derived from an algorithm. For two bands in exact arithmetic, the theorem describes the near-singular overlap matrix that orthonormalization meets when RMM-DIIS, refining bands separately, has driven both to the same eigenvector.

**Q:** A code doesn't know $u$. It monitors residuals.

**A:** Suppose $Hu=\mu u$, and $\|(H-\mu)w\|\ge g\|w\|$ for every $w$ orthogonal to $u$, with $g>0$. For a Hermitian matrix of finite size at least two, with nondegenerate $\mu$, one may take $g$ to be the distance to the nearest other eigenvalue. The $u$ component of a band $z$ drops out of the residual, $(H-\mu)z=(H-\mu)z'$, so its leak is at most $\|(H-\mu)z\|/g$. This is `key` in the proof, and the main bound does the rest.

```lean
/-- Let the unit vector `u` be an eigenvector of `H` with eigenvalue `μ`, and let `H - μ` be bounded
below by `g > 0` on the orthogonal complement of `u`. Then the pivot of two normalized bands is at
most the square of the sum of their residual norms, taken with `μ`, over `g`. -/
theorem secondPivot_le_residuals {H : E →ₗ[𝕜] E} {μ : 𝕜} {g : ℝ} {u x y : E}
    (hu : ‖u‖ = 1) (hx : ‖x‖ = 1) (hy : ‖y‖ = 1) (hH : H u = μ • u) (hg : 0 < g)
    (gap : ∀ w, inner 𝕜 u w = 0 → g * ‖w‖ ≤ ‖H w - μ • w‖) :
    secondPivot 𝕜 x y ≤ ((‖H x - μ • x‖ + ‖H y - μ • y‖) / g) ^ 2 := by
  -- the component along `u` does not contribute to the residual
  have key : ∀ z : E, leak 𝕜 u z ≤ ‖H z - μ • z‖ / g := by
    intro z
    have h := gap _ (inner_remainder 𝕜 hu z)
    have e : H (z - inner 𝕜 u z • u) - μ • (z - inner 𝕜 u z • u) = H z - μ • z := by
      rw [map_sub, map_smul, hH]
      module
    rw [e] at h
    rw [le_div_iff₀ hg, mul_comm]
    exact h
  rw [add_div]
  exact secondPivot_le 𝕜 hu hx hy (key x) (key y)
```

**Q:** RMM-DIIS takes the residual with each band's own Rayleigh quotient, not with a common $\mu$.

**A:** That is a real restriction: the theorem uses the exact eigenvalue $\mu$ for both bands. Two different orthonormal eigenvectors have zero Rayleigh residuals and pivot one, so those residuals alone can't signal collapse.

**Q:** And without the gap condition?

**A:** It fails. Take $H=\mu I$ in two dimensions, with $x=u$ and $y$ a unit vector orthogonal to $u$. Both residuals vanish, yet the pivot is one. The gap condition excludes such a degeneracy.

An operator that does satisfy it is the complementary projector, with $\mu=0$ and $g=1$: it annihilates $u$ and leaves every vector orthogonal to $u$ unchanged.

```lean
/-- The projector onto the complement of `u` has `u` as eigenvector with eigenvalue zero and
is bounded below by one on the complement. -/
theorem secondPivot_le_residuals_witness {u : E} (hu : ‖u‖ = 1) :
    complementProjector 𝕜 u u = (0 : 𝕜) • u ∧
      ∀ w, inner 𝕜 u w = 0 →
        (1 : ℝ) * ‖w‖ ≤ ‖complementProjector 𝕜 u w - (0 : 𝕜) • w‖ := by
  constructor
  · change u - inner 𝕜 u u • u = (0 : 𝕜) • u
    rw [inner_self_eq_norm_sq_to_K, hu]
    simp
  · intro w hw
    change (1 : ℝ) * ‖w‖ ≤ ‖w - inner 𝕜 u w • u - (0 : 𝕜) • w‖
    rw [hw]
    simp
```

**Q:** Is the bound wasteful?

**A:** For some pairs it is: two equal bands with a nonzero leak have pivot zero. But its prefactor can't be lowered in general, even for small leaks. In a real space, take orthonormal $u,v$ and the bands $cu\pm sv$ with $c^2+s^2=1$. Each is normalized and leaks by $|s|$. Their overlap is $c^2-s^2=1-2s^2$, so the pivot is
$$1-(1-2s^2)^2=4s^2(1-s^2)=(1-s^2)(|s|+|s|)^2.$$
As $s\to0$ through nonzero values, the ratio of the pivot to the bound tends to one, so no prefactor smaller than one would do. The proof computes norm and leak once for a general tilt `t`, then uses `s` and `-s`.

```lean
/-- Two real bands tilted by the same amount to opposite sides of `u` are normalized, leak by
`|s|` each, and have pivot `1 - s ^ 2` times the squared sum of the leaks. -/
theorem opposite_tilts {F : Type*} [NormedAddCommGroup F] [InnerProductSpace ℝ F]
    {u v : F} {c s : ℝ} (hu : ‖u‖ = 1) (hv : ‖v‖ = 1) (huv : inner ℝ u v = 0)
    (hcs : c ^ 2 + s ^ 2 = 1) :
    (‖c • u + s • v‖ = 1 ∧ leak ℝ u (c • u + s • v) = |s|) ∧
      (‖c • u - s • v‖ = 1 ∧ leak ℝ u (c • u - s • v) = |s|) ∧
      secondPivot ℝ (c • u + s • v) (c • u - s • v) = (1 - s ^ 2) * (|s| + |s|) ^ 2 := by
  have hvu : inner ℝ v u = 0 := by rw [real_inner_comm, huv]
  have key : ∀ t : ℝ, c ^ 2 + t ^ 2 = 1 →
      ‖c • u + t • v‖ = 1 ∧ leak ℝ u (c • u + t • v) = |t| := by
    intro t ht
    constructor
    · have h : ‖c • u + t • v‖ ^ 2 = 1 := by
        rw [norm_add_sq_real, real_inner_smul_left, real_inner_smul_right, huv,
          norm_smul, norm_smul, hu, hv, Real.norm_eq_abs, Real.norm_eq_abs,
          mul_one, mul_one, sq_abs, sq_abs]
        linarith
      exact (pow_eq_one_iff_of_nonneg (norm_nonneg _) two_ne_zero).1 h
    · have h : inner ℝ u (c • u + t • v) = c := by
        rw [inner_add_right, real_inner_smul_right, real_inner_smul_right, huv,
          real_inner_self_eq_norm_sq, hu]
        ring
      rw [leak, h, add_sub_cancel_left, norm_smul, hv, mul_one, Real.norm_eq_abs]
  refine ⟨key s hcs, ?_, ?_⟩
  · have h := key (-s) (by rw [neg_sq]; exact hcs)
    rwa [neg_smul, ← sub_eq_add_neg, abs_neg] at h
  · have h : inner ℝ (c • u + s • v) (c • u - s • v) = c ^ 2 - s ^ 2 := by
      rw [inner_add_left, inner_sub_right, inner_sub_right]
      simp only [real_inner_smul_left, real_inner_smul_right]
      simp only [huv, hvu, real_inner_self_eq_norm_sq, hu, hv]
      ring
    have hc : c ^ 2 = 1 - s ^ 2 := by linarith
    rw [secondPivot, h, Real.norm_eq_abs, sq_abs, hc, ← two_mul, mul_pow, sq_abs]
    ring

end

end BandCollapse
```

```lean
#print axioms BandCollapse.secondPivot_le
#print axioms BandCollapse.secondPivot_tendsto_zero
#print axioms BandCollapse.secondPivot_le_residuals
#print axioms BandCollapse.opposite_tilts
```

```
'BandCollapse.secondPivot_le' depends on axioms: [propext, Classical.choice, Quot.sound]
'BandCollapse.secondPivot_tendsto_zero' depends on axioms: [propext, Classical.choice, Quot.sound]
'BandCollapse.secondPivot_le_residuals' depends on axioms: [propext, Classical.choice, Quot.sound]
'BandCollapse.opposite_tilts' depends on axioms: [propext, Classical.choice, Quot.sound]
```
